# Fröhlich weights of an undamped cubic lattice with finitely many polar modes sum to $1/\varepsilon_\infty-1/\varepsilon(0)$

## Splitting the Fröhlich vertex among LO modes

A polaron or mobility calculation that resolves the polar branches of a cubic crystal takes one Fröhlich coupling per longitudinal optical (LO) mode. In the model below, the strengths of these couplings can be read off from the dielectric function: find its zeros, take the slope at each, and check that the resulting weights add up to the lattice part of the static screening.

Write $x=\omega^2$ and
$$F(x)=c+\sum_j\frac{s_j}{t_j-x}.$$
Here $c>0$ is the electronic background $\varepsilon_\infty$, taken as constant in frequency, $t_j>0$ are the squared transverse frequencies of a stable harmonic lattice (the two polarisations of a transverse mode share one $t_j$ and count as one mode), and $s_j>0$ are the oscillator strengths, which measure how strongly each mode polarises the crystal. The zeros $l_k$ of $F$ are the squared LO frequencies. At wavevector $q$ in volume $V$, mode $k$ has the squared vertex
$$|g_k(q)|^2=\frac{e^2\hbar\sqrt{l_k}}{2\varepsilon_0Vq^2}\,w_k,\qquad w_k=\frac{1}{l_kF'(l_k)},$$
where $\varepsilon_0$ is the vacuum permittivity and the prime means $d/dx$, not $d/d\omega$.

## The expansion of $1/F$ and the sum rule

For distinct $t_j$, $F$ has as many distinct real zeros as it has transverse modes, all positive. Away from poles and zeros,
$$\frac1{F(x)}=\frac1c-\sum_k\frac{1}{D_k(l_k-x)},\qquad D_k=F'(l_k)=\sum_j\frac{s_j}{(t_j-l_k)^2}>0,$$
and the weights are positive with $\sum_k w_k=1/c-1/F(0)$.

**Orthogonality.** Subtracting fractions term by term gives
$$F(a)-F(b)=(a-b)\sum_i\frac{s_i}{(t_i-a)(t_i-b)}.$$
At two distinct zeros the left side vanishes, so the sum does too. For $a=b=l_k$ the sum is $D_k$ by definition.

**Completeness.** Set $A_{ki}=s_i/((t_i-l_k)D_k)$ and $B_{ik}=1/(t_i-l_k)$. Orthogonality says $AB=1$. Both matrices are square, so $BA=1$. Since $F(l_k)=0$, applying $A$ to the vector of ones gives $-c/D_k$ in component $k$. Applying $B$ must return the ones:
$$\sum_k\frac{1}{D_k(t_j-l_k)}=-\frac1c\quad\text{for every }j.$$

**Expansion.** Because $F(l_k)=0$, the difference formula gives
$$\frac{F(x)}{D_k(l_k-x)}=-\sum_j\frac{s_j}{t_j-x}\,\frac{1}{D_k(t_j-l_k)}.$$
Summing over $k$ and using completeness turns the right side into $(F(x)-c)/c=F(x)/c-1$. Hence $F(x)$ times the proposed expansion is $1$. This used only that $x$ is neither a pole nor one of the $l_k$. So $F(x)\neq0$ at every such $x$, and no real zero is missing from the list.

**Sum rule.** If $x\le0$, every term of $F$ is positive, so all $l_k>0$. Setting $x=0$ in the expansion gives the sum rule.

**Existence.** Let $v_i=\sqrt{s_i}$ and $M=\mathrm{diag}(t)+vv^{T}/c$; the second term is the stiffening by the depolarising field. Take orthonormal eigenvectors $u_k$ with eigenvalues $\lambda_k$, and put $a_k=v\cdot u_k$. Then
$$c\,(t_i-\lambda_k)\,u_{k,i}=-v_i a_k.$$
If $a_k=0$, then $u_k$ lives only where $t_i=\lambda_k$, which is a single index $i$ because the $t_i$ are distinct; but then $a_k=v_iu_{k,i}\ne0$, a contradiction. So $a_k\neq0$, and therefore $\lambda_k\neq t_i$ for all $i$. Solving for $u_{k,i}$ and projecting on $v$ gives $F(\lambda_k)=0$. If $\lambda_k=\lambda_m$ with $k\ne m$, then $u_k\cdot u_m=a_ka_mF'(\lambda_k)/c^2\neq0$, against orthogonality.

## Two modes with numbers

Take $c=1$ (the limit of ions without electronic polarisability), $t=(1,3)$ and $s=(\tfrac32,\tfrac12)$, with $t$ and $s$ in the same arbitrary unit of squared frequency. Then $F(2)=1-\tfrac32+\tfrac12=0$ and $F(4)=1-\tfrac12-\tfrac12=0$, so $l=(2,4)$. The slopes are $F'(2)=2$ and $F'(4)=\tfrac16+\tfrac12=\tfrac23$, and the weights are $\tfrac14$ and $\tfrac38$, with sum $\tfrac58$. On the other side, $F(0)=1+\tfrac32+\tfrac16=\tfrac83$, and $1-\tfrac38=\tfrac58$.

## Weights from one diagonalisation

In code, build $M$, diagonalise it, and take the eigenvalues as $l_k$. Normalisation of $u_k$ gives $1/D_k=a_k^2/c^2$, so $w_k=a_k^2/(c^2l_k)$ without a root search or a small denominator $t_j-l_k$. Comparing $\sum_kw_k$ with $1/c-1/F(0)$ then tests the assembly. All weights are positive, so an LO mode left out of the sum shows up as a deficit. A polar mode missing from the input $s$, $t$ does not, because both sides then change together.

## The Lean file

```lean
import Mathlib

open Matrix

namespace PolarLattice

noncomputable section

variable {ι : Type*} [Fintype ι] {c : ℝ} {s t l : ι → ℝ}

/-- Dielectric function of a polar lattice at squared frequency `x`, with background `c`,
oscillator strengths `s j` and squared transverse frequencies `t j`. -/
def dielectric (c : ℝ) (s t : ι → ℝ) (x : ℝ) : ℝ := c + ∑ j, s j / (t j - x)

/-- The sum `∑ s j / (t j - x)²` over the transverse modes. -/
def dielectricSlope (s t : ι → ℝ) (x : ℝ) : ℝ := ∑ j, s j / (t j - x) ^ 2

/-- The numbers `l k` are squared longitudinal frequencies: distinct zeros of the dielectric
function away from its poles, as many as there are transverse modes. -/
structure IsLongitudinal (c : ℝ) (s t l : ι → ℝ) : Prop where
  inj : Function.Injective l
  off_pole : ∀ k j, t j ≠ l k
  zero : ∀ k, dielectric c s t (l k) = 0

/-- Away from the poles, `dielectricSlope` is the derivative of the dielectric function. -/
theorem hasDerivAt_dielectric {x : ℝ} (hx : ∀ j, t j ≠ x) :
    HasDerivAt (dielectric c s t) (dielectricSlope s t x) x := by
  have h : ∀ j ∈ Finset.univ,
      HasDerivAt (fun y => s j / (t j - y)) (s j / (t j - x) ^ 2) x := by
    intro j _
    have h1 : HasDerivAt (fun y => t j - y) (-1) x := (hasDerivAt_id' x).const_sub (t j)
    refine ((hasDerivAt_const x (s j)).fun_div h1 (sub_ne_zero.mpr (hx j))).congr_deriv ?_
    ring
  exact (HasDerivAt.fun_sum h).const_add c

/-- With at least one mode and positive oscillator strengths, the slope is positive
away from the poles. -/
theorem dielectricSlope_pos [Nonempty ι] (hs : ∀ j, 0 < s j) {x : ℝ} (hx : ∀ j, t j ≠ x) :
    0 < dielectricSlope s t x := by
  refine Finset.sum_pos (fun j _ => ?_) Finset.univ_nonempty
  have h1 := hs j
  have h2 := sub_ne_zero.mpr (hx j)
  positivity

/-- Off the poles, the difference of the dielectric function at two squared frequencies has the
difference of those squared frequencies as a factor. -/
theorem dielectric_sub {a b : ℝ} (ha : ∀ j, t j ≠ a) (hb : ∀ j, t j ≠ b) :
    dielectric c s t a - dielectric c s t b
      = (a - b) * ∑ j, s j / ((t j - a) * (t j - b)) := by
  unfold dielectric
  rw [add_sub_add_left_eq_sub, ← Finset.sum_sub_distrib, Finset.mul_sum]
  refine Finset.sum_congr rfl fun j _ => ?_
  rw [div_sub_div _ _ (sub_ne_zero.mpr (ha j)) (sub_ne_zero.mpr (hb j))]
  ring

/-- For each transverse mode `j`, the sum over `k` of the inverse of `dielectricSlope s t (l k) * (t
j - l k)` is `-(1 / c)`. -/
theorem mode_closure (hc : 0 < c) (hs : ∀ j, 0 < s j) (h : IsLongitudinal c s t l) (j : ι) :
    ∑ k, 1 / (dielectricSlope s t (l k) * (t j - l k)) = -(1 / c) := by
  classical
  have : Nonempty ι := ⟨j⟩
  let A : Matrix ι ι ℝ := Matrix.of fun k i => s i / ((t i - l k) * dielectricSlope s t (l k))
  let B : Matrix ι ι ℝ := Matrix.of fun i k => 1 / (t i - l k)
  -- distinct zeros give orthogonal mode patterns
  have hAB : A * B = 1 := by
    ext k m
    have e : ∑ i, A k i * B i m
        = (∑ i, s i / ((t i - l k) * (t i - l m))) / dielectricSlope s t (l k) := by
      rw [Finset.sum_div]
      refine Finset.sum_congr rfl fun i _ => ?_
      simp only [A, B, Matrix.of_apply, div_eq_mul_inv, mul_inv]
      ring
    rw [Matrix.mul_apply, Matrix.one_apply, e]
    by_cases hkm : k = m
    · have e2 : ∑ i, s i / ((t i - l k) * (t i - l k)) = dielectricSlope s t (l k) := by
        simp only [dielectricSlope, pow_two]
      rw [← hkm, e2, if_pos rfl, div_self (dielectricSlope_pos hs (h.off_pole k)).ne']
    · have d := dielectric_sub (c := c) (s := s) (h.off_pole k) (h.off_pole m)
      rw [h.zero k, h.zero m, sub_zero] at d
      have z := (mul_eq_zero.mp d.symm).resolve_left
        (sub_ne_zero.mpr fun e => hkm (h.inj e))
      rw [z, if_neg hkm, zero_div]
  -- a one-sided inverse of a square matrix is two-sided
  have hBA : B * A = 1 := mul_eq_one_comm.mp hAB
  have hA1 : A *ᵥ (fun _ => (1 : ℝ)) = fun k => -c / dielectricSlope s t (l k) := by
    funext k
    have z := h.zero k
    unfold dielectric at z
    have z' : ∑ i, s i / (t i - l k) = -c := by linarith
    simp only [Matrix.mulVec, dotProduct, mul_one]
    rw [← z', Finset.sum_div]
    refine Finset.sum_congr rfl fun i _ => ?_
    simp only [A, Matrix.of_apply, div_eq_mul_inv, mul_inv]
    ring
  have v : B *ᵥ (A *ᵥ fun _ => (1 : ℝ)) = fun _ => 1 := by
    rw [Matrix.mulVec_mulVec, hBA, Matrix.one_mulVec]
  rw [hA1] at v
  have w := congrFun v j
  simp only [Matrix.mulVec, dotProduct, B, Matrix.of_apply] at w
  have e : ∑ k, 1 / (t j - l k) * (-c / dielectricSlope s t (l k))
      = -c * ∑ k, 1 / (dielectricSlope s t (l k) * (t j - l k)) := by
    rw [Finset.mul_sum]
    refine Finset.sum_congr rfl fun k _ => ?_
    simp only [div_eq_mul_inv, mul_inv]
    ring
  rw [e] at w
  apply mul_left_cancel₀ (neg_ne_zero.mpr hc.ne')
  rw [w, neg_mul_neg, mul_one_div_cancel hc.ne']

/-- Away from poles and longitudinal frequencies, the dielectric function times its
longitudinal mode expansion equals one. -/
theorem dielectric_mul_expansion (hc : 0 < c) (hs : ∀ j, 0 < s j)
    (h : IsLongitudinal c s t l) {x : ℝ} (hx : ∀ j, t j ≠ x) (hl : ∀ k, l k ≠ x) :
    dielectric c s t x * (1 / c - ∑ k, 1 / (dielectricSlope s t (l k) * (l k - x))) = 1 := by
  have key : ∀ S N u : ℝ, u ≠ 0 → -u * S * (1 / (N * u)) = -S / N := by
    intro S N u hu
    calc -u * S * (1 / (N * u)) = -S * N⁻¹ * (u * u⁻¹) := by ring
      _ = -S / N := by rw [mul_inv_cancel₀ hu]; ring
  have h1 : dielectric c s t x * ∑ k, 1 / (dielectricSlope s t (l k) * (l k - x))
      = ∑ k, ∑ j, -(s j / (t j - x)) * (1 / (dielectricSlope s t (l k) * (t j - l k))) := by
    rw [Finset.mul_sum]
    refine Finset.sum_congr rfl fun k _ => ?_
    have d := dielectric_sub (c := c) (s := s) hx (h.off_pole k)
    rw [h.zero k, sub_zero] at d
    have e : ∑ j, -(s j / (t j - x)) * (1 / (dielectricSlope s t (l k) * (t j - l k)))
        = -(∑ j, s j / ((t j - x) * (t j - l k))) / dielectricSlope s t (l k) := by
      rw [neg_div, Finset.sum_div, ← Finset.sum_neg_distrib]
      refine Finset.sum_congr rfl fun j _ => ?_
      simp only [div_eq_mul_inv, mul_inv]
      ring
    rw [e, d, ← neg_sub (l k) x]
    exact key _ _ _ (sub_ne_zero.mpr (hl k))
  -- exchange the sums and use completeness
  have h3 : ∑ k, ∑ j, -(s j / (t j - x)) * (1 / (dielectricSlope s t (l k) * (t j - l k)))
      = (dielectric c s t x - c) * (1 / c) := by
    have e : dielectric c s t x - c = ∑ j, s j / (t j - x) := by
      unfold dielectric
      ring
    rw [Finset.sum_comm, e, Finset.sum_mul]
    refine Finset.sum_congr rfl fun j _ => ?_
    rw [← Finset.mul_sum, mode_closure hc hs h j]
    ring
  rw [mul_sub, h1, h3]
  linear_combination mul_one_div_cancel hc.ne'

/-- Longitudinal mode expansion of the inverse dielectric function. -/
theorem inverse_dielectric (hc : 0 < c) (hs : ∀ j, 0 < s j)
    (h : IsLongitudinal c s t l) {x : ℝ} (hx : ∀ j, t j ≠ x) (hl : ∀ k, l k ≠ x) :
    1 / dielectric c s t x
      = 1 / c - ∑ k, 1 / (dielectricSlope s t (l k) * (l k - x)) := by
  rw [one_div]
  exact inv_eq_of_mul_eq_one_right (dielectric_mul_expansion hc hs h hx hl)

/-- Every zero of the dielectric function away from the poles is one of the `l k`. -/
theorem zero_is_longitudinal (hc : 0 < c) (hs : ∀ j, 0 < s j)
    (h : IsLongitudinal c s t l) {x : ℝ} (hx : ∀ j, t j ≠ x)
    (h0 : dielectric c s t x = 0) : ∃ k, l k = x := by
  by_contra hn
  have p := dielectric_mul_expansion hc hs h hx (fun k e => hn ⟨k, e⟩)
  rw [h0, zero_mul] at p
  exact zero_ne_one p

/-- For positive squared transverse frequencies, the squared longitudinal ones are positive. -/
theorem longitudinal_pos (hc : 0 < c) (hs : ∀ j, 0 < s j) (ht : ∀ j, 0 < t j)
    (h : IsLongitudinal c s t l) (k : ι) : 0 < l k := by
  by_contra hn
  have hp : 0 ≤ ∑ j, s j / (t j - l k) :=
    Finset.sum_nonneg fun j _ => div_nonneg (hs j).le (by linarith [ht j])
  have z := h.zero k
  unfold dielectric at z
  linarith

/-- Multimode Froehlich sum rule: the weights `1 / (l k * dielectricSlope s t (l k))` are positive
and add up to the difference of the inverse background and inverse static dielectric constants. -/
theorem froehlich_sum_rule (hc : 0 < c) (hs : ∀ j, 0 < s j) (ht : ∀ j, 0 < t j)
    (h : IsLongitudinal c s t l) :
    (∀ k, 0 < 1 / (l k * dielectricSlope s t (l k))) ∧
      ∑ k, 1 / (l k * dielectricSlope s t (l k)) = 1 / c - 1 / dielectric c s t 0 := by
  have hl := longitudinal_pos hc hs ht h
  constructor
  · intro k
    have : Nonempty ι := ⟨k⟩
    exact one_div_pos.mpr (mul_pos (hl k) (dielectricSlope_pos hs (h.off_pole k)))
  · rw [inverse_dielectric hc hs h (fun j => (ht j).ne') (fun k => (hl k).ne'), sub_sub_cancel]
    refine Finset.sum_congr rfl fun k _ => ?_
    rw [sub_zero, mul_comm]

/-- For distinct squared transverse frequencies a full set of squared longitudinal frequencies
exists. -/
theorem exists_longitudinal (hc : 0 < c) (hs : ∀ j, 0 < s j) (ht : Function.Injective t) :
    ∃ l : ι → ℝ, IsLongitudinal c s t l := by
  classical
  have hv : ∀ j, Real.sqrt (s j) ≠ 0 := fun j => (Real.sqrt_pos.mpr (hs j)).ne'
  have hsq : ∀ j, Real.sqrt (s j) * Real.sqrt (s j) = s j := fun j =>
    Real.mul_self_sqrt (hs j).le
  -- the dynamical matrix including the depolarising field
  obtain ⟨M, hMd⟩ : ∃ M : Matrix ι ι ℝ, ∀ i j, M i j =
      (if i = j then t i else 0) + Real.sqrt (s i) * Real.sqrt (s j) / c :=
    ⟨Matrix.of fun i j => (if i = j then t i else 0) + Real.sqrt (s i) * Real.sqrt (s j) / c,
      fun _ _ => rfl⟩
  have hM : M.IsHermitian := by
    refine Matrix.IsHermitian.ext fun i j => ?_
    rw [star_trivial, hMd, hMd]
    by_cases e : i = j
    · rw [e]
    · rw [if_neg e, if_neg (Ne.symm e), mul_comm (Real.sqrt (s j))]
  obtain ⟨lam, u, hMu, horth⟩ : ∃ (lam : ι → ℝ) (u : ι → ι → ℝ),
      (∀ k, M *ᵥ u k = lam k • u k) ∧ ∀ k m, u k ⬝ᵥ u m = if k = m then 1 else 0 := by
    refine ⟨hM.eigenvalues, fun k => (hM.eigenvectorBasis k).ofLp,
      fun k => hM.mulVec_eigenvectorBasis k, fun k m => ?_⟩
    refine Eq.trans ?_ (orthonormal_iff_ite.mp hM.eigenvectorBasis.orthonormal k m)
    simp [PiLp.inner_apply, dotProduct, mul_comm]
  obtain ⟨a, ha⟩ : ∃ a : ι → ℝ, ∀ k, a k = ∑ j, Real.sqrt (s j) * u k j :=
    ⟨_, fun _ => rfl⟩
  have he : ∀ k i, u k i * c * (t i - lam k) = -(Real.sqrt (s i) * a k) := by
    intro k i
    have q := congrFun (hMu k) i
    simp only [Matrix.mulVec, dotProduct, hMd, Pi.smul_apply, smul_eq_mul, add_mul, ite_mul,
      zero_mul, Finset.sum_add_distrib, Finset.sum_ite_eq, Finset.mem_univ, if_true] at q
    have e : (∑ j, Real.sqrt (s i) * Real.sqrt (s j) / c * u k j) * c
        = Real.sqrt (s i) * a k := by
      rw [ha, Finset.sum_mul, Finset.mul_sum]
      refine Finset.sum_congr rfl fun j _ => ?_
      linear_combination (Real.sqrt (s i) * Real.sqrt (s j) * u k j) * inv_mul_cancel₀ hc.ne'
    linear_combination c * q - e
  -- every eigenvector carries a macroscopic polarisation
  have ha0 : ∀ k, a k ≠ 0 := by
    intro k h0
    have hz : ∀ i, t i ≠ lam k → u k i = 0 := by
      intro i hi
      have q := he k i
      rw [h0, mul_zero, neg_zero] at q
      exact (mul_eq_zero.mp ((mul_eq_zero.mp q).resolve_right
        (sub_ne_zero.mpr hi))).resolve_right hc.ne'
    have hne : ∃ i, u k i ≠ 0 := by
      by_contra hn
      push Not at hn
      have o := horth k k
      simp [dotProduct, hn] at o
    obtain ⟨i, hi⟩ := hne
    have hti : t i = lam k := by
      by_contra hn
      exact hi (hz i hn)
    have q := ha k
    rw [Finset.sum_eq_single i (fun j _ hj => by
      rw [hz j (fun e => hj (ht (e.trans hti.symm))), mul_zero])
      (fun hn => absurd (Finset.mem_univ i) hn), h0] at q
    exact mul_ne_zero (hv i) hi q.symm
  have hoff : ∀ k j, t j ≠ lam k := by
    intro k j e
    have q := he k j
    rw [e, sub_self, mul_zero] at q
    exact neg_ne_zero.mpr (mul_ne_zero (hv j) (ha0 k)) q.symm
  have hu : ∀ k i, u k i * c = -(Real.sqrt (s i) * a k) / (t i - lam k) := fun k i =>
    eq_div_of_mul_eq (sub_ne_zero.mpr (hoff k i)) (he k i)
  refine ⟨lam, ?_, hoff, ?_⟩
  · -- equal eigenvalues would have parallel eigenvectors
    intro k m hkm
    by_contra hne
    have : Nonempty ι := ⟨k⟩
    have e : (u k ⬝ᵥ u m) * (c * c) = a k * a m * dielectricSlope s t (lam k) := by
      simp only [dotProduct, dielectricSlope]
      rw [Finset.sum_mul, Finset.mul_sum]
      refine Finset.sum_congr rfl fun i _ => ?_
      have e1 := hu k i
      have e2 := hu m i
      rw [← hkm] at e2
      calc u k i * u m i * (c * c) = (u k i * c) * (u m i * c) := by ring
        _ = a k * a m * (s i / (t i - lam k) ^ 2) := by
          rw [e1, e2]
          generalize t i - lam k = T
          linear_combination (a k * a m / T ^ 2) * hsq i
    rw [horth k m, if_neg hne, zero_mul] at e
    exact mul_ne_zero (mul_ne_zero (ha0 k) (ha0 m))
      (dielectricSlope_pos hs (hoff k)).ne' e.symm
  · intro k
    have e : a k * c = -a k * ∑ j, s j / (t j - lam k) := by
      conv_lhs => rw [ha k]
      rw [Finset.sum_mul, Finset.mul_sum]
      refine Finset.sum_congr rfl fun j _ => ?_
      rw [mul_assoc, hu k j]
      linear_combination (-a k / (t j - lam k)) * hsq j
    have p : a k * dielectric c s t (lam k) = 0 := by
      unfold dielectric
      linear_combination e
    exact (mul_eq_zero.mp p).resolve_left (ha0 k)

end

end PolarLattice
```

```lean
#print axioms PolarLattice.hasDerivAt_dielectric
#print axioms PolarLattice.zero_is_longitudinal
#print axioms PolarLattice.froehlich_sum_rule
#print axioms PolarLattice.exists_longitudinal
```

```
'PolarLattice.hasDerivAt_dielectric' depends on axioms: [propext, Classical.choice, Quot.sound]
'PolarLattice.zero_is_longitudinal' depends on axioms: [propext, Classical.choice, Quot.sound]
'PolarLattice.froehlich_sum_rule' depends on axioms: [propext, Classical.choice, Quot.sound]
'PolarLattice.exists_longitudinal' depends on axioms: [propext, Classical.choice, Quot.sound]
```

## What the definitions and theorems say

`dielectric` is $F$, and `dielectricSlope` is the explicit sum for $F'$; `hasDerivAt_dielectric` proves that it is the derivative away from the poles. The finite type `ι` labels both transverse and longitudinal modes, which builds in their equal number.

`IsLongitudinal` says that the `l k` are distinct zeros of $F$ off the poles. The field `off_pole` matters because Lean sets division by zero to zero, so $F$ has a value even at a pole. The expansion and the sum rule take `IsLongitudinal` as a hypothesis, and `exists_longitudinal` supplies such an `l` whenever `t` is injective. Positivity of the $t_j$ enters only in `longitudinal_pos` and `froehlich_sum_rule`.

The model has no damping, anisotropy or dispersion, and every mode has nonzero strength. The file treats the weights $w_k$; the electron and the vertex $g_k(q)$ do not appear in it.

## How the proof follows the derivation

`dielectric_sub` is the difference formula. In `mode_closure`, the proof of `hAB` splits on `k = m`: the diagonal case uses `dielectricSlope_pos` to divide by $D_k$, and the other case cancels the nonzero factor $l_k-l_m$. The step from $AB=1$ to $BA=1$ is `mul_eq_one_comm`.

`dielectric_mul_expansion` applies the difference formula mode by mode (`h1`), then exchanges the two sums with `Finset.sum_comm` and inserts completeness (`h3`). `inverse_dielectric` rewrites the product as a reciprocal, and `zero_is_longitudinal` gets $0=1$ from any unlisted zero. `froehlich_sum_rule` evaluates the expansion at $x=0$, which is allowed because `ht` keeps the poles away from it and `longitudinal_pos` the zeros.

In `exists_longitudinal`, Mathlib's spectral theorem for Hermitian matrices provides `lam` and `u`. The fact `he` is the eigenvector equation above, `ha0` shows $a_k\neq0$, and `hoff` keeps the eigenvalues off the poles. The last two bullets prove that the eigenvalues are distinct and that they are zeros of $F$.
